# Bounds on the ³P₁ shift, singlet admixture and intercombination rate in a two-state model of helium

In the simplest treatment of singlet–triplet mixing in the fine structure of helium 1s2p, one lowers the ³P₁ level by |V|²/D and gives it a singlet admixture of about |V|²/D², where V is the spin-orbit coupling to ¹P₁ and D the energy of ¹P₁ above ³P₁ before mixing. If only these two states are kept and D > 0, the theorems below bound the error of the first estimate and show that the second is an upper bound.

```lean
import Mathlib

open Matrix ComplexConjugate

namespace HeliumFineStructure

noncomputable section

/-- Hamiltonian of a triplet state at energy `0` and a singlet state at energy `D`,
coupled by the spin-orbit matrix element `V`; index `0` is the triplet, index `1` the singlet. -/
def mixing (D : ℝ) (V : ℂ) : Matrix (Fin 2) (Fin 2) ℂ :=
  !![0, V; conj V, (D : ℂ)]

/-- The energy levels: real numbers `E` for which the Hamiltonian has a nonzero eigenvector. -/
def levels (D : ℝ) (V : ℂ) : Set ℝ :=
  {E | ∃ x : Fin 2 → ℂ, x ≠ 0 ∧ mixing D V *ᵥ x = (E : ℂ) • x}

/-- Electric-dipole emission rate of the state `x` at photon frequency `ω`: a constant `κ` times
`ω ^ 3` times the squared modulus of the amplitude, where `μ` lists the amplitudes of the
two basis states. -/
def dipoleRate (κ ω : ℝ) (μ x : Fin 2 → ℂ) : ℝ :=
  κ * ω ^ 3 * ‖μ ⬝ᵥ x‖ ^ 2

/-- The mixing Hamiltonian is Hermitian. -/
theorem mixing_isHermitian (D : ℝ) (V : ℂ) : (mixing D V).IsHermitian :=
  Matrix.IsHermitian.ext fun i j => by
    fin_cases i <;> fin_cases j <;> simp [mixing]

/-- The eigenvector equation, written out for the triplet and singlet amplitudes. -/
theorem eigen_iff (D E : ℝ) (V : ℂ) (x : Fin 2 → ℂ) :
    mixing D V *ᵥ x = (E : ℂ) • x ↔
      V * x 1 = E * x 0 ∧ conj V * x 0 + D * x 1 = E * x 1 := by
  constructor
  · intro h
    have h0 := congrFun h 0
    have h1 := congrFun h 1
    simp [mixing, Matrix.mulVec, dotProduct, Fin.sum_univ_two] at h0 h1
    exact ⟨h0, h1⟩
  · rintro ⟨h0, h1⟩
    ext i
    fin_cases i
    · simpa [mixing, Matrix.mulVec, dotProduct, Fin.sum_univ_two] using h0
    · simpa [mixing, Matrix.mulVec, dotProduct, Fin.sum_univ_two] using h1

/-- Every energy level satisfies the secular equation `E (E - D) = |V|²`. -/
theorem secular {D E : ℝ} {V : ℂ} (h : E ∈ levels D V) : E * (E - D) = ‖V‖ ^ 2 := by
  obtain ⟨x, hx, he⟩ := h
  obtain ⟨h0, h1⟩ := (eigen_iff D E V x).1 he
  have hV : V * conj V = (‖V‖ : ℂ) ^ 2 := by
    rw [Complex.mul_conj, Complex.normSq_eq_norm_sq]
    push_cast
    rfl
  -- the secular polynomial annihilates both amplitudes
  have k0 : ((E * (E - D) - ‖V‖ ^ 2 : ℝ) : ℂ) * x 0 = 0 := by
    push_cast
    linear_combination (-((E : ℂ) - D)) * h0 - V * h1 + x 0 * hV
  have k1 : ((E * (E - D) - ‖V‖ ^ 2 : ℝ) : ℂ) * x 1 = 0 := by
    push_cast
    linear_combination (-(E : ℂ)) * h1 - conj V * h0 + x 1 * hV
  by_contra hne
  have hc : ((E * (E - D) - ‖V‖ ^ 2 : ℝ) : ℂ) ≠ 0 :=
    Complex.ofReal_ne_zero.2 (sub_ne_zero.2 hne)
  apply hx
  funext i
  fin_cases i
  · exact (mul_eq_zero.1 k0).resolve_left hc
  · exact (mul_eq_zero.1 k1).resolve_left hc

/-- A solution of the secular equation below the singlet energy `D` is an energy level. -/
theorem mem_levels {D E : ℝ} {V : ℂ} (hlt : E < D) (hs : E * (E - D) = ‖V‖ ^ 2) :
    E ∈ levels D V := by
  have hV : V * conj V = (‖V‖ : ℂ) ^ 2 := by
    rw [Complex.mul_conj, Complex.normSq_eq_norm_sq]
    push_cast
    rfl
  have hc : (E : ℂ) * (E - D) = (‖V‖ : ℂ) ^ 2 := by exact_mod_cast hs
  refine ⟨![((D - E : ℝ) : ℂ), -conj V], ?_, (eigen_iff D E V _).2 ⟨?_, ?_⟩⟩
  · intro h
    have h0 : ((D - E : ℝ) : ℂ) = 0 := congrFun h 0
    have h1 := Complex.ofReal_eq_zero.1 h0
    linarith
  · show V * -conj V = (E : ℂ) * ((D - E : ℝ) : ℂ)
    push_cast
    linear_combination hc - hV
  · show conj V * ((D - E : ℝ) : ℂ) + D * -conj V = (E : ℂ) * -conj V
    push_cast
    ring

/-- For `D > 0` the lowest energy level is `(D - √(D² + 4|V|²)) / 2`. -/
theorem isLeast_levels {D : ℝ} (hD : 0 < D) (V : ℂ) :
    IsLeast (levels D V) ((D - √(D ^ 2 + 4 * ‖V‖ ^ 2)) / 2) := by
  have hsq : √(D ^ 2 + 4 * ‖V‖ ^ 2) ^ 2 = D ^ 2 + 4 * ‖V‖ ^ 2 :=
    Real.sq_sqrt (by positivity)
  have hnn := Real.sqrt_nonneg (D ^ 2 + 4 * ‖V‖ ^ 2)
  constructor
  · apply mem_levels
    · linarith
    · linear_combination hsq / 4
  · intro E hE
    have hs := secular hE
    have h := Real.abs_le_sqrt (x := 2 * E - D) (y := D ^ 2 + 4 * ‖V‖ ^ 2) (by nlinarith)
    have h' := neg_abs_le (2 * E - D)
    linarith

/-- For `D > 0` the lowest level does not lie above the unperturbed triplet. -/
theorem lowest_nonpos {D E : ℝ} {V : ℂ} (hD : 0 < D) (hE : IsLeast (levels D V) E) :
    E ≤ 0 := by
  rw [hE.unique (isLeast_levels hD V)]
  have h := Real.abs_le_sqrt (x := D) (y := D ^ 2 + 4 * ‖V‖ ^ 2)
    (by nlinarith [sq_nonneg ‖V‖])
  have h' := le_abs_self D
  linarith

/-- For `D > 0`, a unit eigenvector at the lowest level `E` has singlet weight
`|V|² / ((D - E)² + |V|²)`. -/
theorem singlet_weight {D E : ℝ} {V : ℂ} (hD : 0 < D) (hE : IsLeast (levels D V) E)
    {x : Fin 2 → ℂ} (hx : mixing D V *ᵥ x = (E : ℂ) • x)
    (hn : ‖x 0‖ ^ 2 + ‖x 1‖ ^ 2 = 1) :
    ‖x 1‖ ^ 2 = ‖V‖ ^ 2 / ((D - E) ^ 2 + ‖V‖ ^ 2) := by
  have hpos : 0 < D - E := by linarith [lowest_nonpos hD hE]
  have h1 := ((eigen_iff D E V x).1 hx).2
  -- the singlet row fixes the ratio of the two amplitudes
  have h : ((D - E : ℝ) : ℂ) * x 1 = -(conj V * x 0) := by
    push_cast
    linear_combination h1
  have h2 := congrArg (fun z : ℂ => ‖z‖ ^ 2) h
  simp only [norm_mul, norm_neg, mul_pow, Complex.norm_real, Real.norm_eq_abs, sq_abs,
    RCLike.norm_conj] at h2
  have hp : 0 < (D - E) ^ 2 + ‖V‖ ^ 2 :=
    add_pos_of_pos_of_nonneg (pow_pos hpos 2) (sq_nonneg _)
  rw [eq_div_iff hp.ne']
  linear_combination h2 + ‖V‖ ^ 2 * hn

/-- For `D > 0` the lowest level lies between `-|V|²/D` and `-|V|²/D + |V|⁴/D³`, and each of its
unit eigenvectors has singlet weight at most `|V|²/D²`. -/
theorem depression_and_weight {D E : ℝ} {V : ℂ} (hD : 0 < D)
    (hE : IsLeast (levels D V) E) :
    -(‖V‖ ^ 2 / D) ≤ E ∧ E ≤ -(‖V‖ ^ 2 / D) + ‖V‖ ^ 4 / D ^ 3 ∧
      ∀ x : Fin 2 → ℂ, mixing D V *ᵥ x = (E : ℂ) • x → ‖x 0‖ ^ 2 + ‖x 1‖ ^ 2 = 1 →
        ‖x 1‖ ^ 2 ≤ ‖V‖ ^ 2 / D ^ 2 := by
  have h0 := lowest_nonpos hD hE
  have hs := secular hE.1
  -- the secular equation as a fixed-point equation
  have hq : E + ‖V‖ ^ 2 / D = E ^ 2 / D := by
    rw [eq_div_iff hD.ne', add_mul, div_mul_cancel₀ _ hD.ne']
    linear_combination -hs
  have hE2 : 0 ≤ E ^ 2 / D := by positivity
  have hlow : -(‖V‖ ^ 2 / D) ≤ E := by linarith
  refine ⟨hlow, ?_, ?_⟩
  · have hsq : E ^ 2 ≤ (‖V‖ ^ 2 / D) ^ 2 := by nlinarith
    have hdiv : E ^ 2 / D ≤ (‖V‖ ^ 2 / D) ^ 2 / D := by gcongr
    have he : (‖V‖ ^ 2 / D) ^ 2 / D = ‖V‖ ^ 4 / D ^ 3 := by field_simp
    linarith
  · intro x hx hn
    rw [singlet_weight hD hE hx hn]
    have hden : D ^ 2 ≤ (D - E) ^ 2 + ‖V‖ ^ 2 := by
      nlinarith [sq_nonneg E, sq_nonneg ‖V‖, mul_nonneg hD.le (neg_nonneg.2 h0)]
    exact div_le_div_of_nonneg_left (sq_nonneg _) (pow_pos hD 2) hden

/-- For `D > 0` the lowest level is at least `-|V|²/D + |V|⁴/D³ - 2|V|⁶/D⁵`. -/
theorem fourth_order_sharp {D E : ℝ} {V : ℂ} (hD : 0 < D)
    (hE : IsLeast (levels D V) E) :
    -(‖V‖ ^ 2 / D) + ‖V‖ ^ 4 / D ^ 3 - 2 * ‖V‖ ^ 6 / D ^ 5 ≤ E := by
  obtain ⟨-, hup, -⟩ := depression_and_weight hD hE
  have hs := secular hE.1
  have hq0 : 0 ≤ ‖V‖ ^ 2 / D := by positivity
  -- insert the upper bound into the fixed-point equation once more
  have hm := mul_le_mul_of_nonneg_left hup hq0
  have hsq : (‖V‖ ^ 2 / D) ^ 2 - 2 * (‖V‖ ^ 2 / D * (‖V‖ ^ 4 / D ^ 3)) ≤ E ^ 2 := by
    nlinarith [sq_nonneg (E + ‖V‖ ^ 2 / D)]
  have hdiv : ((‖V‖ ^ 2 / D) ^ 2 - 2 * (‖V‖ ^ 2 / D * (‖V‖ ^ 4 / D ^ 3))) / D
      ≤ E ^ 2 / D := by gcongr
  have he : ((‖V‖ ^ 2 / D) ^ 2 - 2 * (‖V‖ ^ 2 / D * (‖V‖ ^ 4 / D ^ 3))) / D
      = ‖V‖ ^ 4 / D ^ 3 - 2 * ‖V‖ ^ 6 / D ^ 5 := by field_simp
  have hq : E + ‖V‖ ^ 2 / D = E ^ 2 / D := by
    rw [eq_div_iff hD.ne', add_mul, div_mul_cancel₀ _ hD.ne']
    linear_combination -hs
  linarith

/-- Let `D > 0`, `κ ≥ 0`, let the pure triplet have no dipole amplitude, and let the photon
frequency `ω ≥ 0` not exceed the frequency `ω'` of the singlet line. Then a unit eigenvector at
the lowest level radiates at most `|V|²/D²` times the rate of the pure singlet. -/
theorem intercombination_rate_le {D E κ ω ω' : ℝ} {V : ℂ} {μ x : Fin 2 → ℂ}
    (hD : 0 < D) (hE : IsLeast (levels D V) E)
    (hx : mixing D V *ᵥ x = (E : ℂ) • x) (hn : ‖x 0‖ ^ 2 + ‖x 1‖ ^ 2 = 1)
    (hμ : μ 0 = 0) (hκ : 0 ≤ κ) (hω : 0 ≤ ω) (hωω' : ω ≤ ω') :
    dipoleRate κ ω μ x ≤ ‖V‖ ^ 2 / D ^ 2 * dipoleRate κ ω' μ ![0, 1] := by
  have hw := (depression_and_weight hD hE).2.2 x hx hn
  have hω' : 0 ≤ ω' := hω.trans hωω'
  -- only the singlet component radiates
  have hd : μ ⬝ᵥ x = μ 1 * x 1 := by simp [dotProduct, Fin.sum_univ_two, hμ]
  have hd' : μ ⬝ᵥ ![0, 1] = μ 1 := by simp [dotProduct, Fin.sum_univ_two]
  unfold dipoleRate
  rw [hd, hd', norm_mul, mul_pow]
  calc κ * ω ^ 3 * (‖μ 1‖ ^ 2 * ‖x 1‖ ^ 2)
      ≤ κ * ω' ^ 3 * (‖μ 1‖ ^ 2 * (‖V‖ ^ 2 / D ^ 2)) := by gcongr
    _ = ‖V‖ ^ 2 / D ^ 2 * (κ * ω' ^ 3 * ‖μ 1‖ ^ 2) := by ring

end

end HeliumFineStructure
```

```lean
#print axioms HeliumFineStructure.mixing_isHermitian
-- 'HeliumFineStructure.mixing_isHermitian' depends on axioms: [propext, Classical.choice, Quot.sound]
#print axioms HeliumFineStructure.fourth_order_sharp
-- 'HeliumFineStructure.fourth_order_sharp' depends on axioms: [propext, Classical.choice, Quot.sound]
#print axioms HeliumFineStructure.intercombination_rate_le
-- 'HeliumFineStructure.intercombination_rate_le' depends on axioms: [propext, Classical.choice, Quot.sound]
```

## What is bounded

Write v = |V|, which is `‖V‖` in Lean. The main theorem, `depression_and_weight`, says that for D > 0 the lowest level E satisfies

−v²/D ≤ E ≤ −v²/D + v⁴/D³,

and that every unit eigenvector at E has singlet weight at most v²/D². The second-order formula therefore never underestimates the depression of the level, and it overestimates it by at most the fraction v²/D² of its own value. There is no smallness condition on V, but once v ≥ D the upper energy bound is no longer negative and the weight bound is no better than 1.

The theorem `fourth_order_sharp` adds

−v²/D + v⁴/D³ − 2v⁶/D⁵ ≤ E,

so v⁴/D³ is the correct fourth-order term for small v. The theorem `intercombination_rate_le` turns the weight bound into a bound on the rate of spontaneous emission to the ground state: the mixed state decays there at most v²/D² times as fast as the pure singlet would. The spin-allowed decay of ³P₁ to 1s2s ³S₁, which is much faster than the intercombination decay, is not part of this rate.

## Helium states behind the matrix

The matrix `mixing D V` is the Hamiltonian in the orthonormal basis (³P₁, ¹P₁) at a fixed magnetic quantum number. Index `0` is the triplet and index `1` the singlet. The energy zero is the ³P₁ level before mixing, with its own first-order fine-structure shift already included. The complex number V is the matrix element between triplet and singlet of the spin-orbit and spin-other-orbit terms of the Breit interaction; the spin-spin term does not connect a singlet to a triplet.

The set `levels D V` contains the real numbers that have a nonzero eigenvector. The hypothesis `IsLeast (levels D V) E` says that E is the smallest of them, and `isLeast_levels` shows that it exists. A unit eigenvector x has |x₀|² + |x₁|² = 1, and its singlet weight is |x₁|².

In `dipoleRate`, `μ` lists the dipole amplitudes of the two basis states for decay to the ground state, so the amplitude of x is μ₀x₀ + μ₁x₁, without complex conjugation. The letter `κ` stands for the constant prefactor of the emission rate, 1/(3πε₀ħc³) in SI units. The rate theorem makes two physical assumptions:

- `μ 0 = 0` is the spin selection rule. The electric-dipole operator does not act on spin, so a pure triplet cannot decay to a singlet ground state through it.
- `ω ≤ ω'` says that the intercombination photon has no higher frequency than the photon of the singlet line. Lean treats the two frequencies as free numbers. In helium both lines end on the same ground state and the triplet lies lower, so the inequality holds.

The model is a truncation of the atom. In helium, ³P₁ also couples to the higher ¹P₁ states and to the continuum, and these contributions change both the shift and the dipole amplitude. The Breit interaction also mixes some even-parity ³P₀ character into the ground state, which gives a further contribution to the amplitude that `μ 0 = 0` neglects.

## From the eigenvector equation to the lowest level

Written out by `eigen_iff`, the eigenvector equation is

V x₁ = E x₀,

conj(V) x₀ + D x₁ = E x₁.

Multiply the second row by V and use the first:

v² x₀ = (E − D) V x₁ = E(E − D) x₀.

Multiply the first row by conj(V) and use the second:

v² x₁ = E conj(V) x₀ = E(E − D) x₁.

At least one amplitude is nonzero, hence

E(E − D) = v².

This is `secular`. Its intermediate facts `k0` and `k1` are the two displayed results, each obtained by `linear_combination` from the rows. No division by V occurs, so the case V = 0 is included.

Conversely, let E < D solve the secular equation. The vector (D − E, −conj(V)) is nonzero, since D − E > 0. In the first row it gives −v² = E(D − E), which is the secular equation again, and in the second it gives conj(V)(D − E) − D conj(V) = −E conj(V), an identity. This is `mem_levels`.

Completing the square gives (2E − D)² = D² + 4v², so every level satisfies |2E − D| ≤ √(D² + 4v²). The smallest value this allows is

E = (D − √(D² + 4v²))/2,

and `mem_levels` shows that it is attained. That proves `isLeast_levels`. Since the root is at least D, the lowest level obeys E ≤ 0, which is `lowest_nonpos`.

## Energy bounds by iteration

Divide the secular equation by D and rearrange:

E + v²/D = E²/D.

The right side is not negative, so E ≥ −v²/D. Together with E ≤ 0 this gives E² ≤ v⁴/D², and inserting that on the right gives

E + v²/D ≤ v⁴/D³.

In `depression_and_weight` the rearranged equation is `hq`, the first bound is `hlow`, and `gcongr` carries the bound on E² through the division by D.

For the next order put q = v²/D. Because (E + q)² ≥ 0,

E² ≥ −2qE − q².

The upper bound just found, multiplied by q, reads qE ≤ −q² + q v⁴/D³. Hence

E² ≥ q² − 2q v⁴/D³ = v⁴/D² − 2v⁶/D⁴.

Dividing by D and using E = −v²/D + E²/D gives the bound of `fourth_order_sharp`. There `hm` is the multiplied inequality, and `nlinarith` receives the square (E + q)² as a hint.

## Singlet weight and borrowed intensity

The singlet row can be written as

(D − E) x₁ = −conj(V) x₀.

Take squared moduli and use |x₀|² = 1 − |x₁|²:

(D − E)² |x₁|² = v² (1 − |x₁|²),

so that

|x₁|² = v²/((D − E)² + v²).

This exact weight is `singlet_weight`. Since E ≤ 0, the denominator is at least D², which gives |x₁|² ≤ v²/D².

With μ₀ = 0 the dipole amplitude of the mixed state is μ₁x₁, and that of the pure singlet, the vector `![0, 1]`, is μ₁. Therefore

κω³ |μ₁|² |x₁|² ≤ (v²/D²) κω'³ |μ₁|².

The `calc` block in `intercombination_rate_le` is this line: `gcongr` replaces ω by ω' and the weight by its bound, and `ring` reorders the factors.

## When the singlet lies below the triplet

Take D = −1 and V = 0. The levels are 0 and −1, and the lowest is E = −1, the pure singlet. The lower bound would read 0 ≤ −1, and the weight bound would read 1 ≤ 0. Negative D therefore cannot be allowed: the lowest level would then belong to the wrong state.

## The correction in a fine-structure calculation

The two-state estimate starts from nonrelativistic wave functions for 2³P and 2¹P. A full second-order calculation sums over all intermediate states, and that sum also shifts ³P₀ and ³P₂; only the contribution of 2¹P is described here. The energies of ³P₁ and ¹P₁, with the first-order diagonal corrections, give D, and the singlet–triplet part of the spin-orbit operators between them gives V. The term −v²/D is then added to ³P₁ alone, because within 1s2p neither ³P₀ nor ³P₂ has a singlet partner of the same total angular momentum. In helium ³P₀ is the highest of the three levels and ³P₂ the lowest, so this term widens the interval between J = 0 and J = 1 and narrows the one between J = 1 and J = 2 by the same amount.

For illustrative values D = 1 and v = 0.1, second order gives a shift of −0.01. The bounds place the level between −0.009902 and −0.0099, and the square-root formula gives −0.00990195. The singlet weight is 0.00971, against the bound 0.01.

The same estimate appears in electronic-structure work on phosphorescence, where a triplet borrows intensity from singlets through spin-orbit coupling; the bounds do not carry over directly, since several singlets may contribute and triplet admixture in the ground state adds to the transition amplitude.
